# Bare–screened versus doubly screened phonon self-energy in a finite static model

The static phonon self-energy contracts the electron–phonon vertex with the electronic response, and expressions with one screened vertex and with two are both in use. The Lean file below proves, for a Hermitian interaction and response in a finite basis and linear static screening, the exact difference between the two expressions and, for a positive definite interaction, the condition under which it vanishes.

```lean
import Mathlib

open Matrix
open scoped ComplexOrder

namespace PhononOverscreening

variable {n m : Type*} [Fintype n]

/-- The dielectric matrix `1 - v χ` of an interaction `v` and an independent-particle
response `χ`. -/
def dielectric [DecidableEq n] (v χ : Matrix n n ℂ) : Matrix n n ℂ := 1 - v * χ

/-- `gs` solves the screening equation `gs = g + v χ gs` for the bare electron-phonon
vertex `g`. -/
def IsScreenedVertex (v χ : Matrix n n ℂ) (g gs : Matrix n m ℂ) : Prop :=
  gs = g + v * (χ * gs)

/-- The phonon self-energy `g* χ gs` with one bare and one screened vertex. -/
def selfEnergy (χ : Matrix n n ℂ) (g gs : Matrix n m ℂ) : Matrix m m ℂ := gᴴ * χ * gs

/-- The doubly screened form `gs* χ gs` with two screened vertices. -/
def doublyScreened (χ : Matrix n n ℂ) (gs : Matrix n m ℂ) : Matrix m m ℂ := gsᴴ * χ * gs

variable {v χ : Matrix n n ℂ} {g gs : Matrix n m ℂ}

/-- For an invertible dielectric matrix, `gs` solves the screening equation exactly when
`gs = (1 - v χ)⁻¹ g`. -/
theorem isScreenedVertex_iff [DecidableEq n] (hε : IsUnit (dielectric v χ).det) :
    IsScreenedVertex v χ g gs ↔ gs = (dielectric v χ)⁻¹ * g := by
  have key : IsScreenedVertex v χ g gs ↔ dielectric v χ * gs = g := by
    unfold IsScreenedVertex dielectric
    rw [Matrix.sub_mul, Matrix.one_mul, Matrix.mul_assoc]
    exact sub_eq_iff_eq_add.symm
  rw [key]
  constructor
  · intro h
    rw [← h, ← Matrix.mul_assoc, Matrix.nonsing_inv_mul _ hε, Matrix.one_mul]
  · intro h
    rw [h, ← Matrix.mul_assoc, Matrix.mul_nonsing_inv _ hε, Matrix.one_mul]

/-- For Hermitian `v` and `χ` and `gs` solving the screening equation for `g`,
the self-energy equals the doubly screened form minus
`gs* χ v χ gs`. -/
theorem selfEnergy_eq (hv : v.IsHermitian) (hχ : χ.IsHermitian)
    (h : IsScreenedVertex v χ g gs) :
    selfEnergy χ g gs = doublyScreened χ gs - gsᴴ * χ * v * χ * gs := by
  unfold IsScreenedVertex at h
  -- express the bare vertex through the screened one and take the adjoint
  have hg : g = gs - v * (χ * gs) := eq_sub_of_add_eq h.symm
  have hgH : gᴴ = gsᴴ - gsᴴ * χ * v := by
    rw [hg, conjTranspose_sub, conjTranspose_mul, conjTranspose_mul, hv.eq, hχ.eq]
  unfold selfEnergy doublyScreened
  rw [hgH, Matrix.sub_mul, Matrix.sub_mul]

/-- For Hermitian `v` and `χ` and `gs` solving the screening equation for `g`,
the self-energy is Hermitian. -/
theorem selfEnergy_isHermitian (hv : v.IsHermitian) (hχ : χ.IsHermitian)
    (h : IsScreenedVertex v χ g gs) : (selfEnergy χ g gs).IsHermitian := by
  rw [selfEnergy_eq hv hχ h]
  unfold Matrix.IsHermitian doublyScreened
  simp only [conjTranspose_sub, conjTranspose_mul, conjTranspose_conjTranspose, hv.eq, hχ.eq,
    Matrix.mul_assoc]

/-- For positive semidefinite `v`, Hermitian `χ` and `gs` solving the screening equation
for `g`, the doubly screened form minus the
self-energy equals `(χ gs)* v (χ gs)` and is positive semidefinite. -/
theorem overscreening_posSemidef [Fintype m] (hv : v.PosSemidef) (hχ : χ.IsHermitian)
    (h : IsScreenedVertex v χ g gs) :
    doublyScreened χ gs - selfEnergy χ g gs = (χ * gs)ᴴ * v * (χ * gs) ∧
      (doublyScreened χ gs - selfEnergy χ g gs).PosSemidef := by
  have gap : doublyScreened χ gs - selfEnergy χ g gs = (χ * gs)ᴴ * v * (χ * gs) := by
    rw [selfEnergy_eq hv.isHermitian hχ h, sub_sub_cancel]
    simp only [conjTranspose_mul, hχ.eq, Matrix.mul_assoc]
  refine ⟨gap, ?_⟩
  rw [gap]
  exact hv.conjTranspose_mul_mul_same (χ * gs)

/-- For positive definite `v`, Hermitian `χ` and `gs` solving the screening equation
for `g`, the doubly screened form minus the self-energy
has strictly positive expectation value in every mode vector `u` with `χ gs u ≠ 0`. -/
theorem overscreening_mode_pos [Fintype m] (hv : v.PosDef) (hχ : χ.IsHermitian)
    (h : IsScreenedVertex v χ g gs) {u : m → ℂ} (hu : (χ * gs) *ᵥ u ≠ 0) :
    0 < star u ⬝ᵥ (doublyScreened χ gs - selfEnergy χ g gs) *ᵥ u := by
  rw [(overscreening_posSemidef hv.posSemidef hχ h).1]
  -- the expectation value is `(χ gs u)* v (χ gs u)`
  have hpos := hv.dotProduct_mulVec_pos hu
  generalize χ * gs = M at hpos ⊢
  simpa only [star_mulVec, ← dotProduct_mulVec, mulVec_mulVec, Matrix.mul_assoc] using hpos

/-- For positive definite `v`, Hermitian `χ` and `gs` solving the screening equation
for `g`, the doubly screened form equals the
self-energy exactly when `χ gs = 0`. -/
theorem doublyScreened_eq_iff [Fintype m] (hv : v.PosDef) (hχ : χ.IsHermitian)
    (h : IsScreenedVertex v χ g gs) :
    doublyScreened χ gs = selfEnergy χ g gs ↔ χ * gs = 0 := by
  classical
  constructor
  · intro heq
    -- no mode vector can induce a density
    have hall : ∀ u : m → ℂ, (χ * gs) *ᵥ u = 0 := by
      intro u
      by_contra hu
      have hpos := overscreening_mode_pos hv hχ h hu
      rw [heq, sub_self, zero_mulVec, dotProduct_zero] at hpos
      exact lt_irrefl _ hpos
    generalize χ * gs = M at hall ⊢
    ext i j
    have hij := congrFun (hall (fun k => if k = j then (1 : ℂ) else 0)) i
    simpa [Matrix.mulVec, dotProduct] using hij
  · intro h0
    have gap := (overscreening_posSemidef hv.posSemidef hχ h).1
    rw [h0, Matrix.mul_zero] at gap
    exact sub_eq_zero.mp gap

/-- For an invertible dielectric matrix and `gs` solving the screening equation for `g`,
`χ gs` vanishes exactly when `χ g` vanishes. -/
theorem induced_eq_zero_iff [DecidableEq n] (hε : IsUnit (dielectric v χ).det)
    (h : IsScreenedVertex v χ g gs) : χ * gs = 0 ↔ χ * g = 0 := by
  constructor
  · intro h0
    have hg : gs = g := by
      unfold IsScreenedVertex at h
      rwa [h0, Matrix.mul_zero, add_zero] at h
    rwa [hg] at h0
  · intro h0
    -- the bare vertex solves the screening equation, and the solution is unique
    have hself : IsScreenedVertex v χ g g := by
      unfold IsScreenedVertex
      rw [h0, Matrix.mul_zero, add_zero]
    have hg : gs = g :=
      ((isScreenedVertex_iff hε).1 h).trans ((isScreenedVertex_iff hε).1 hself).symm
    rw [hg, h0]

/-- For Hermitian `v`, `χ` and invertible `1 - v χ`, the vertex `gs = (1 - v χ)⁻¹ g` solves the
screening equation, and `g* χ gs` is Hermitian and equals `gs* χ gs - gs* χ v χ gs`.
If `v` is positive definite, `gs* χ gs = g* χ gs` holds iff `χ gs = 0`, and iff `χ g = 0`. -/
theorem phonon_selfEnergy [DecidableEq n] [Fintype m]
    (hv : v.IsHermitian) (hχ : χ.IsHermitian)
    (hε : IsUnit (dielectric v χ).det) (hgs : gs = (dielectric v χ)⁻¹ * g) :
    IsScreenedVertex v χ g gs ∧ (selfEnergy χ g gs).IsHermitian ∧
      selfEnergy χ g gs = doublyScreened χ gs - gsᴴ * χ * v * χ * gs ∧
      (v.PosDef → (doublyScreened χ gs = selfEnergy χ g gs ↔ χ * gs = 0) ∧
        (doublyScreened χ gs = selfEnergy χ g gs ↔ χ * g = 0)) := by
  have h : IsScreenedVertex v χ g gs := (isScreenedVertex_iff hε).2 hgs
  refine ⟨h, selfEnergy_isHermitian hv hχ h, selfEnergy_eq hv hχ h, fun hp => ?_⟩
  exact ⟨doublyScreened_eq_iff hp hχ h,
    (doublyScreened_eq_iff hp hχ h).trans (induced_eq_zero_iff hε h)⟩

/-- A response matrix on two coupled electronic channels. -/
def chiPair : Matrix (Fin 2) (Fin 2) ℂ := !![-2, -1; -1, -2]

/-- With unit interaction, response `chiPair`, `g = (4, 4)` and `gs = (1, 1)`,
positive definiteness of the interaction, hermiticity of the response, invertibility of the
dielectric matrix and the screening equation all
hold; the self-energy is `-24` and the doubly screened form is `-6`. -/
theorem phonon_selfEnergy_witness :
    (1 : Matrix (Fin 2) (Fin 2) ℂ).PosDef ∧ chiPair.IsHermitian ∧
      IsUnit (dielectric 1 chiPair).det ∧ IsScreenedVertex 1 chiPair !![4; 4] !![1; 1] ∧
      selfEnergy chiPair !![4; 4] !![1; 1] = !![-24] ∧
      doublyScreened chiPair !![1; 1] = !![-6] := by
  have h4 : (starRingEnd ℂ) 4 = 4 := map_ofNat _ 4
  refine ⟨Matrix.PosDef.one, ?_, ?_, ?_, ?_, ?_⟩
  · unfold Matrix.IsHermitian
    ext i j
    fin_cases i <;> fin_cases j <;> simp [chiPair, conjTranspose_apply]
  · rw [isUnit_iff_ne_zero, det_fin_two]
    simp [dielectric, chiPair]
    norm_num
  · unfold IsScreenedVertex
    rw [Matrix.one_mul]
    ext i j
    fin_cases i <;> fin_cases j <;>
      simp [chiPair] <;> norm_num
  · ext i j
    fin_cases i
    fin_cases j
    simp [selfEnergy, chiPair, Matrix.mul_apply, Fin.sum_univ_succ, conjTranspose_apply, h4]
    norm_num
  · ext i j
    fin_cases i
    fin_cases j
    simp [doublyScreened, chiPair, Matrix.mul_apply, Fin.sum_univ_succ, conjTranspose_apply]
    norm_num

/-- The indefinite interaction `diag(1, -1)` on two channels. -/
def vIndef : Matrix (Fin 2) (Fin 2) ℂ := !![1, 0; 0, -1]

/-- The response `diag(-2, -2)` on two channels. -/
def chiDiag : Matrix (Fin 2) (Fin 2) ℂ := !![-2, 0; 0, -2]

/-- For the Hermitian interaction `diag(1, -1)`, response `diag(-2, -2)`, `g = (3, -1)` and
`gs = (1, 1)`, the doubly screened form equals the self-energy although `χ gs ≠ 0`. -/
theorem indefinite_counterexample :
    vIndef.IsHermitian ∧ chiDiag.IsHermitian ∧ IsUnit (dielectric vIndef chiDiag).det ∧
      IsScreenedVertex vIndef chiDiag !![3; -1] !![1; 1] ∧
      doublyScreened chiDiag !![1; 1] = selfEnergy chiDiag !![3; -1] !![1; 1] ∧
      chiDiag * (!![1; 1] : Matrix (Fin 2) (Fin 1) ℂ) ≠ 0 := by
  have h3 : (starRingEnd ℂ) 3 = 3 := map_ofNat _ 3
  refine ⟨?_, ?_, ?_, ?_, ?_, ?_⟩
  · unfold Matrix.IsHermitian
    ext i j
    fin_cases i <;> fin_cases j <;> simp [vIndef, conjTranspose_apply]
  · unfold Matrix.IsHermitian
    ext i j
    fin_cases i <;> fin_cases j <;> simp [chiDiag, conjTranspose_apply]
  · rw [isUnit_iff_ne_zero, det_fin_two]
    simp [dielectric, vIndef, chiDiag]
    norm_num
  · unfold IsScreenedVertex
    ext i j
    fin_cases i <;> fin_cases j <;>
      simp [vIndef, chiDiag] <;> norm_num
  · ext i j
    fin_cases i
    fin_cases j
    simp [selfEnergy, doublyScreened, chiDiag, Matrix.mul_apply, Fin.sum_univ_succ, h3,
      conjTranspose_apply]
    norm_num
  · intro h0
    have h00 := congrFun (congrFun h0 0) 0
    simp [chiDiag] at h00

end PhononOverscreening
```

```lean
#print axioms PhononOverscreening.doublyScreened_eq_iff
-- 'PhononOverscreening.doublyScreened_eq_iff' depends on axioms: [propext, Classical.choice, Quot.sound]
#print axioms PhononOverscreening.phonon_selfEnergy
-- 'PhononOverscreening.phonon_selfEnergy' depends on axioms: [propext, Classical.choice, Quot.sound]
#print axioms PhononOverscreening.indefinite_counterexample
-- 'PhononOverscreening.indefinite_counterexample' depends on axioms: [propext, Classical.choice, Quot.sound]
```

## What the statements say

Electronic channels are labelled by the finite type `n` and phonon modes by the type `m`. The interaction $v$ and the independent-particle response $\chi$ (often written $\chi_0$) are complex `n`×`n` matrices. The bare vertex $g$ and the screened vertex $g_s$ (`gs`) are `n`×`m` matrices, and the entry $g_{ij}$ is the amplitude in channel $i$ of the potential created by a displacement in mode $j$. The adjoint $A^\dagger$ is `Aᴴ` in the code and `A*` in the docstrings. The four definitions are

$$\varepsilon = 1 - v\chi, \qquad g_s = g + v\chi g_s, \qquad \Pi = g^\dagger \chi g_s, \qquad \Pi_{ss} = g_s^\dagger \chi g_s ,$$

namely `dielectric`, the predicate `IsScreenedVertex`, `selfEnergy` and `doublyScreened`. Both $\Pi$ and $\Pi_{ss}$ are `m`×`m` matrices in mode space.

The main theorem `phonon_selfEnergy` assumes that $v$ and $\chi$ are Hermitian (`hv`, `hχ`), that $\det\varepsilon \neq 0$ (`hε`, since a complex number is a unit exactly when it is nonzero), and that $g_s = \varepsilon^{-1} g$ (`hgs`). It concludes four things. The vertex $g_s$ solves the screening equation. The matrix $\Pi$ is Hermitian. The identity $\Pi = \Pi_{ss} - g_s^\dagger\chi v\chi g_s$ holds. Finally, if $v$ is positive definite, then $\Pi_{ss} = \Pi$ is equivalent to $\chi g_s = 0$ and also to $\chi g = 0$. Positive definite (`PosDef`) means Hermitian with $x^\dagger v x > 0$ for all $x \neq 0$, and `PosSemidef` means Hermitian with $x^\dagger v x \ge 0$ for all $x$.

Two further theorems give the sign of the difference. For positive semidefinite $v$, `overscreening_posSemidef` states that $\Pi_{ss} - \Pi = (\chi g_s)^\dagger v (\chi g_s)$ and that this matrix is positive semidefinite. For positive definite $v$, `overscreening_mode_pos` states that $u^\dagger(\Pi_{ss} - \Pi)u > 0$ for every mode vector $u$ with $\chi g_s u \neq 0$. The expression `star u ⬝ᵥ` supplies the conjugated row $u^\dagger$, and under `ComplexOrder` the relation $0 < z$ means that $z$ is real and positive. The vector $u$ need not be normalised; the expectation value in the normalised mode is the same quantity divided by $u^\dagger u$, which is positive because the hypothesis forces $u \neq 0$.

The screened vertex is characterised by its equation because Mathlib's inverse of a singular matrix is zero: for singular $\varepsilon$ the formula $g_s = \varepsilon^{-1}g$ would give $g_s = 0$, which solves the screening equation only for $g = 0$. The theorems stated through `IsScreenedVertex` without `hε` apply to any solution of the equation, whether or not $\varepsilon$ is invertible.

## The physics encoded

A displacement in mode $j$ produces the bare potential given by column $j$ of $g$. The electrons respond to the total potential, column $j$ of $g_s$, with the induced density $\rho = \chi g_s$, again one column per mode. This density creates the potential $v\rho$, and self-consistency gives $g_s = g + v\rho$. The self-energy $\Pi = g^\dagger\rho$ is the coupling of the bare potential of one mode to the density induced by another. Replacing $g^\dagger$ by $g_s^\dagger$ adds the density–density interaction $\rho^\dagger v\rho$, which is the overscreening term. The result bears on phonon self-energies in electronic-structure work at one wavevector, in a finite channel basis, with a static Hermitian response and screening of the linear form above.

The conventions are these. The channel basis is orthonormal, so that the pairing of a potential with a density is the plain conjugate transpose. The sign of $\chi$ is such that $\varepsilon = 1 - v\chi$; the static independent-particle response is then negative semidefinite if the occupations do not increase with energy, but no theorem assumes a sign for $\chi$. Mass factors, spin sums and Brillouin-zone weights are taken as absorbed into $g$ and $\chi$.

The form $\Pi = g^\dagger\chi g_s$ is a definition and is not derived from a Hamiltonian or a diagram expansion, so "exact" means exact relative to the screening equation. The matrices $v$ and $\chi$ are given data and their hermiticity is assumed. There is no frequency argument, and a retarded response with an absorptive part, which is not Hermitian, does not satisfy `hχ`. Linewidths are therefore not described, nor are differences of $\Pi_{ss}$ between two frequencies.

## Derivation by hand

**Inverse form.** The screening equation reads $g_s - v\chi g_s = g$, that is $\varepsilon g_s = g$. For invertible $\varepsilon$, multiplying by $\varepsilon^{-1}$ gives $g_s = \varepsilon^{-1}g$, and multiplying that by $\varepsilon$ gives $\varepsilon g_s = g$ back. The solution thus exists and is unique.

**The identity.** From $g = g_s - v\chi g_s$, the adjoint with $v^\dagger = v$ and $\chi^\dagger = \chi$ is

$$g^\dagger = g_s^\dagger - g_s^\dagger\chi^\dagger v^\dagger = g_s^\dagger - g_s^\dagger\chi v .$$

Multiplying from the right by $\chi g_s$,

$$\Pi = g^\dagger\chi g_s = g_s^\dagger\chi g_s - g_s^\dagger\chi v\chi g_s .$$

**Hermiticity.** The adjoint reverses each product: $(g_s^\dagger\chi g_s)^\dagger = g_s^\dagger\chi^\dagger g_s = g_s^\dagger\chi g_s$, and $(g_s^\dagger\chi v\chi g_s)^\dagger = g_s^\dagger\chi^\dagger v^\dagger\chi^\dagger g_s = g_s^\dagger\chi v\chi g_s$. Both terms are Hermitian, hence so is $\Pi$, although its defining expression is not symmetric in the two vertices.

**The difference and its sign.** Since $\rho^\dagger = (\chi g_s)^\dagger = g_s^\dagger\chi$,

$$\Pi_{ss} - \Pi = \rho^\dagger v\rho, \qquad u^\dagger(\Pi_{ss} - \Pi)u = (\rho u)^\dagger v(\rho u) .$$

The right side is nonnegative for positive semidefinite $v$, and positive for positive definite $v$ whenever $\rho u \neq 0$.

**Equality.** Let $v$ be positive definite. If $\Pi_{ss} = \Pi$, the expectation value vanishes for every $u$, so $\rho u = 0$ for every $u$. Taking for $u$ the unit vector $e_j$ of mode $j$ gives $\rho_{ij} = (\rho e_j)_i = 0$ for all $i$ and $j$. Conversely, $\rho = 0$ makes $\rho^\dagger v\rho = 0$.

**Condition on the bare vertex.** If $\chi g_s = 0$, the screening equation gives $g_s = g$, so $\chi g = 0$. If $\chi g = 0$, then $g = g + v\chi g$, so $g$ itself solves the screening equation; for invertible $\varepsilon$ uniqueness gives $g_s = g$ and hence $\chi g_s = 0$.

**Two examples.** Both have two channels and one mode. In `phonon_selfEnergy_witness`, $v = 1$ and $\chi$ is `chiPair`, so

$$\chi = \begin{pmatrix} -2 & -1 \\ -1 & -2\end{pmatrix}, \qquad \varepsilon = \begin{pmatrix} 3 & 1 \\ 1 & 3\end{pmatrix}, \qquad \det\varepsilon = 8 .$$

With $g_s = (1,1)^T$ one finds $\rho = (-3,-3)^T$ and $g = g_s - \rho = (4,4)^T$. Then $\Pi = g^\dagger\rho = -24$ and $\Pi_{ss} = g_s^\dagger\rho = -6$, and the difference $18$ equals $\rho^\dagger\rho$. In `indefinite_counterexample`, $v = \mathrm{diag}(1,-1)$ and $\chi = \mathrm{diag}(-2,-2)$ give $\varepsilon = \mathrm{diag}(3,-1)$ with determinant $-3$. With $g_s = (1,1)^T$, $\rho = (-2,-2)^T$ and $g = \varepsilon g_s = (3,-1)^T$. Now $\Pi = -6 + 2 = -4$ and $\Pi_{ss} = -2 - 2 = -4$, since $\rho^\dagger v\rho = 4 - 4 = 0$ with $\rho \neq 0$. For merely Hermitian $v$ the equality criterion therefore fails. The negative eigenvalue of $\varepsilon$ marks an unstable electronic state here, but the failure does not depend on it: $\chi = \mathrm{diag}(-\tfrac12,-\tfrac12)$ and $g = (\tfrac32,\tfrac12)^T$ give $\varepsilon = \mathrm{diag}(\tfrac32,\tfrac12)$, the same $g_s$, and $\Pi = \Pi_{ss} = -1$.

## The Lean proof

`isScreenedVertex_iff` is the inverse form. The step `key` rewrites the screening equation as `dielectric v χ * gs = g`, and the two directions multiply by the inverse and by $\varepsilon$ through `Matrix.nonsing_inv_mul` and `Matrix.mul_nonsing_inv`, each of which consumes `hε`.

`selfEnergy_eq` follows the identity line by line: `hg` solves for $g$, `hgH` takes the adjoint with `conjTranspose_mul` reversing the products and `hv.eq`, `hχ.eq` removing the daggers on $v$ and $\chi$, and `Matrix.sub_mul` distributes the factor $\chi g_s$. `selfEnergy_isHermitian` substitutes this identity and pushes the adjoint through both terms in one `simp only`.

In `overscreening_posSemidef`, `gap` is the formula $\Pi_{ss} - \Pi = \rho^\dagger v\rho$, and `conjTranspose_mul_mul_same` is the Mathlib lemma that $B^\dagger v B$ is positive semidefinite for any matrix $B$ when $v$ is. `overscreening_mode_pos` applies `hv.dotProduct_mulVec_pos` to the vector $\rho u$, which yields $(\rho u)^\dagger v(\rho u) > 0$. After `generalize` replaces `χ * gs` by a single matrix `M`, the final `simpa` regroups this into $u^\dagger(\rho^\dagger v\rho)u$.

`doublyScreened_eq_iff` proves `hall`, the statement $\rho u = 0$ for all $u$, by contradiction: a $u$ with $\rho u \neq 0$ would turn the strict inequality into $0 < 0$. The vector `fun k => if k = j then (1 : ℂ) else 0` is $e_j$, and its image gives the entry $\rho_{ij}$. The converse inserts $\rho = 0$ into the difference formula. `induced_eq_zero_iff` uses `hε` only from right to left, where `hself` says that $g$ solves the screening equation and `isScreenedVertex_iff` shows both solutions equal to $\varepsilon^{-1}g$.

`phonon_selfEnergy` obtains the screening equation from `hgs` and `hε`, cites the lemmas above, and chains the two equivalences with `trans`. The two examples are evaluated entry by entry, with `det_fin_two` for the determinants.

## The step in a calculation

The correspondences in the next two paragraphs are physical interpretation and not content of the theorems. In density-functional perturbation theory, $g$ is the first-order change of the ionic potential, $g_s$ the first-order change of the self-consistent potential, and $\rho$ the first-order density. The self-consistency loop solves $g_s = g + v\chi g_s$ iteratively without forming $\varepsilon^{-1}$, and $g^\dagger\rho$ is the response term of the dynamical matrix. A program that holds $g_s$ and $\rho$ can assemble the same matrix as

$$\Pi = g_s^\dagger\rho - \rho^\dagger v\rho ,$$

whereas a static band sum over products of two screened matrix elements, with occupation differences over energy differences, yields $\Pi_{ss}$ if it runs over all the band pairs that enter $\chi$. Agreement of $g^\dagger\rho$ with the two-term expression, and hermiticity of $g^\dagger\rho$, are consequences of a converged screening equation, but neither implies convergence. The difference of the two expressions is $r^\dagger\rho$ with the residual $r = g + v\rho - g_s$, which can vanish for $r \neq 0$, and $g^\dagger\rho$ is already Hermitian for every plain fixed-point iterate started from $g_s = g$.

In a plane-wave basis with reciprocal lattice vectors $\mathbf G$ and phonon wavevector $\mathbf q$, the Hartree interaction is diagonal with entries $4\pi/|\mathbf q + \mathbf G|^2$ in Hartree atomic units, and is positive definite when no $\mathbf q + \mathbf G$ vanishes. Adding $\Pi_{ss}$ in place of $\Pi$ to the same bare dynamical matrix then raises its expectation value in every mode that induces a density. When $v$ also contains an exchange–correlation kernel it need not be positive definite; the identity and the hermiticity of $\Pi$ still apply for a Hermitian kernel, while the sign of $\Pi_{ss} - \Pi$ is no longer fixed by these arguments.
